# In an orthonormal orbital basis, the energy-weighted sum of the COHP over all eigenstates is the squared modulus of the Hamiltonian element

For a finite set of orthonormal orbitals and a Hamiltonian `H` with orthonormal eigenstates and real energies, the COHP of an eigenstate between orbitals `m` and `n` is defined here as the real part of `H m n` times the conjugated coefficient of `m` times the coefficient of `n`. The theorem `sum_energy_mul_cohp` says that these values, each multiplied by its eigenstate's energy and summed over all eigenstates, occupied or not, give |H_mn|². The proof first writes the sum as the real part of `H m n` times the spectral expansion of `H n m`. It then shows in `h2` that `H n m` is the conjugate of `H m n`, so that the product is the squared modulus.

Lean 4 with Mathlib refuses this proof:

```lean
import Mathlib

open Matrix

noncomputable section

namespace StateResolvedCOHP

variable {ι : Type*} [Fintype ι] [DecidableEq ι]

/-- The COHP of eigenstate `k` between orbitals `m` and `n`: the real part of the product of `H m
n`, the conjugated coefficient of `m` and the coefficient of `n`. -/
def cohp (H U : Matrix ι ι ℂ) (m n k : ι) : ℝ :=
  (H m n * (star (U m k) * U n k)).re

/-- `H` has the orthonormal eigenstates given by the columns of `U`, with real
energies `e`. -/
structure IsEigensystem (H U : Matrix ι ι ℂ) (e : ι → ℝ) : Prop where
  orthonormal : U * Uᴴ = 1
  spectral : H = U * diagonal (fun k => (e k : ℂ)) * Uᴴ

/-- Each Hamiltonian element `H i j` is the energy-weighted sum over the eigenstates of the
coefficient of `i` times the conjugated coefficient of `j`. -/
theorem hamiltonian_apply {H U : Matrix ι ι ℂ} {e : ι → ℝ}
    (h : IsEigensystem H U e) (i j : ι) :
    H i j = ∑ k, (e k : ℂ) * (U i k * star (U j k)) := by
  rw [h.spectral, Matrix.mul_apply]
  refine Finset.sum_congr rfl fun k _ => ?_
  rw [Matrix.mul_diagonal, Matrix.conjTranspose_apply]
  ring

/-- The energy-weighted sum of the COHP is the squared modulus of the hopping. -/
theorem sum_energy_mul_cohp {H U : Matrix ι ι ℂ} {e : ι → ℝ}
    (h : IsEigensystem H U e) (m n : ι) :
    ∑ k, e k * cohp H U m n k = ‖H m n‖ ^ 2 := by
  have h1 : ∑ k, e k * cohp H U m n k
      = (H m n * ∑ k, (e k : ℂ) * (U n k * star (U m k))).re := by
    rw [Finset.mul_sum, Complex.re_sum]
    refine Finset.sum_congr rfl fun k _ => ?_
    rw [cohp, ← Complex.re_ofReal_mul]
    congr 1
    ring
  -- the spectral form makes the Hamiltonian Hermitian
  have h2 : H n m = star (H m n) := by
    rw [hamiltonian_apply h n m, hamiltonian_apply h m n, star_sum]
    refine Finset.sum_congr rfl fun k _ => ?_
    simp only [star_mul, star_star, Complex.star_def, Complex.conj_ofReal]
    ring
  rw [h1, ← hamiltonian_apply h n m, h2, Complex.star_def, Complex.mul_conj,
    Complex.ofReal_re, Complex.normSq_eq_norm_sq]

end StateResolvedCOHP
```

Messages:

```
Try this:
  [apply] ring_nf
  
  The `ring` tactic failed to close the goal. Use `ring_nf` to obtain a normal form.
    
  Note that `ring` works primarily in *commutative* rings. If you have a noncommutative ring, abelian group or module, consider using `noncomm_ring`, `abel` or `module` instead.
Main.lean:44:36: error: unsolved goals
ι : Type u_1
inst✝¹ : Fintype ι
inst✝ : DecidableEq ι
H U : Matrix ι ι ℂ
e : ι → ℝ
h : IsEigensystem H U e
m n : ι
h1 : ∑ k, e k * cohp H U m n k = (H m n * ∑ k, ↑(e k) * (U n k * star (U m k))).re
k : ι
x✝ : k ∈ Finset.univ
⊢ ↑(e k) * U n k * (starRingEnd ℂ) (U m k) =
    ↑(e k) * (starRingEnd ℂ) (U m k) * (starRingEnd ℂ) ((starRingEnd ℂ) (U n k))
Main.lean:47:25: warning: This simp argument is unused:
  star_star

Hint: Omit it from the simp argument list.
  [apply] simp only [star_mul, Complex.star_def, Complex.conj_ofReal]

Note: This linter can be disabled with `set_option linter.unusedSimpArgs false`
```

After these edits no error is left:

```diff
@@ -45,5 +45,5 @@
     rw [hamiltonian_apply h n m, hamiltonian_apply h m n, star_sum]
     refine Finset.sum_congr rfl fun k _ => ?_
-    simp only [star_mul, star_star, Complex.star_def, Complex.conj_ofReal]
+    simp only [star_mul, Complex.star_def, starRingEnd_self_apply, Complex.conj_ofReal]
     ring
   rw [h1, ← hamiltonian_apply h n m, h2, Complex.star_def, Complex.mul_conj,
```

Cause. The error is in `h2`, where `ring` can't close the goal for a single eigenstate `k`. Apart from the order of the factors, the two sides left over differ only in that the left has `U n k` and the right has its double conjugate.

`star_star` was meant to remove that double conjugate, but it needs two nested `star`s. `simp only` works on inner terms first, so `Complex.star_def` turns the inner `star (U n k)` into `starRingEnd ℂ (U n k)` before `star_star` can apply. Once `star_mul` has distributed the outer `star` over the product, it is rewritten the same way. This is why the linter reports `star_star` as unused. `ring` doesn't know that conjugating twice gives back the original number, so it can't finish.

The repair adds `starRingEnd_self_apply`, which states this fact for `starRingEnd`. The double conjugate becomes `U n k`, and `ring` only has to reorder the factors. Dropping the unused `star_star` is mere tidying.
